# Padé bounds from three moments for a polarizability with finitely many positive oscillator strengths

## From Cauchy moments to the dispersion integrand

To compute the dispersion coefficient C₆ of two atoms A and B by quadrature, one evaluates, in atomic units, the integrand of

C₆ = (3/π) ∫₀^∞ α_A(iu) α_B(iu) du

at chosen values of u. If only a few Cauchy moments of an atom are known, its polarizability α(iu) can be replaced by an approximant built from them. For finitely many transitions with positive oscillator strengths, two simple approximants enclose α(iu) at each u. The theorems bound this factor and do not treat the integral.

With oscillator strengths f_k and excitation energies ω_k, in atomic units,

α(iu) = Σ_k f_k/(ω_k² + u²) = Σ_k (f_k/ω_k²)/(1 + u²/ω_k²).

Setting p_k = f_k/ω_k², t_k = 1/ω_k² and z = u² turns this into

f(z) = Σ_k p_k/(1 + z t_k), with moments m_j = Σ_k p_k t_k^j.

Here f(z) is the whole sum, while f_k is an oscillator strength. The m_j are the Cauchy moments Σ_k f_k/ω_k^(2j+2).

## The bracket and its equality case

For a nonempty finite sum with all p_k, t_k > 0, and for z ≥ 0,

m₀²/(m₀ + m₁z) ≤ f(z) ≤ m₀ − m₁²z/(m₁ + m₂z).

For z > 0, either bound is attained exactly when all t_k coincide, which for the polarizability means a single excitation energy. The lower bound is the [0/1] Padé approximant of f in z and the upper bound the [1/1] approximant, where [L/M] gives the degrees of numerator and denominator; higher orders are not treated. As z grows, f(z) and the lower bound tend to zero, but the upper bound tends to m₀ − m₁²/m₂, which is positive unless all t_k coincide. If both atoms have more than one excitation energy, putting the upper bound in place of both polarizabilities therefore makes the C₆ integral diverge.

## Both errors as sums of squares

Put D = m₀ + m₁z and c = m₀/D. Expanding a square gives

Σ_k p_k [1 − c(1 + z t_k)]²/(1 + z t_k) = f(z) − 2c m₀ + c²D = f(z) − m₀²/D.

Since 1 − c(1 + z t_k) = z(m₁ − m₀t_k)/D, the lower error is

f(z) − m₀²/D = z² Σ_k p_k(m₁ − m₀t_k)²/[(1 + z t_k)D²] ≥ 0.

For the upper bound, use p_k/(1 + z t_k) = p_k − z p_k t_k/(1 + z t_k). Hence f(z) = m₀ − z g(z), where g has weights p_k t_k and its first two moments are m₁ and m₂. The upper error is z times the lower error of g:

z³ Σ_k p_k t_k(m₂ − m₁t_k)²/[(1 + z t_k)(m₁ + m₂z)²] ≥ 0.

If z > 0 and the lower error vanishes, every square vanishes, so t_k = m₁/m₀ for all k. Conversely, m₁ − m₀t_k = Σ_l p_l(t_l − t_k) is zero when the nodes t_k coincide. The same argument for g settles the upper bound.

## Positive Hankel matrices

For real x_i, with i and j running from 0 to n − 1, and a shift s ≥ 0,

Σ_ij x_i x_j m_(i+j+s) = Σ_k p_k t_k^s (Σ_i x_i t_k^i)² ≥ 0.

Every Hankel matrix of the moments is therefore positive semidefinite, a consistency condition on computed moments in this finite model.

## Reading the Lean statements

The finite type `ι` labels the transitions, and `p t : ι → ℝ` are the weights and nodes. `stieltjes`, `lowerPade` and `upperPade` are f(z) and its two bounds. `pade_bracket` assumes `[Nonempty ι]`, positive weights and nodes, and `0 ≤ z`; the equality theorems require `0 < z`. `hankel_posSemidef` needs only nonnegative weights and nodes, and `Fin n` supplies the indices 0 to n − 1.

In `polarizability_bracket`, `f` denotes the oscillator strengths and `u` is any real number. Positive strengths and energies describe excitation from a ground state, with forbidden transitions left out of the sum. The theorem does not cover the spectrum of a real atom with infinitely many bound states and a continuum.

```lean
import Mathlib

open Matrix

namespace StieltjesDispersionBounds

noncomputable section

variable {ι : Type*} [Fintype ι] {p t : ι → ℝ} {z : ℝ}

/-- The moment `m_j = ∑ p_k t_k ^ j` of the weights `p` at the nodes `t`. -/
def moment (p t : ι → ℝ) (j : ℕ) : ℝ := ∑ k, p k * t k ^ j

/-- The Stieltjes sum `f(z) = ∑ p_k / (1 + z t_k)`, for `z` with no `1 + z t_k` equal to zero. -/
def stieltjes (p t : ι → ℝ) (z : ℝ) : ℝ := ∑ k, p k / (1 + z * t k)

/-- The approximant `m0² / (m0 + m1 z)`, for `m0 + m1 z ≠ 0`. -/
def lowerPade (p t : ι → ℝ) (z : ℝ) : ℝ :=
  moment p t 0 ^ 2 / (moment p t 0 + moment p t 1 * z)

/-- The approximant `m0 - m1² z / (m1 + m2 z)`, for `m1 + m2 z ≠ 0`. -/
def upperPade (p t : ι → ℝ) (z : ℝ) : ℝ :=
  moment p t 0 - moment p t 1 ^ 2 * z / (moment p t 1 + moment p t 2 * z)

/-- For positive weights and nodes, at least one in number, every moment is positive. -/
theorem moment_pos [Nonempty ι] (hp : ∀ k, 0 < p k) (ht : ∀ k, 0 < t k) (j : ℕ) :
    0 < moment p t j :=
  Finset.sum_pos (fun k _ => mul_pos (hp k) (pow_pos (ht k) j)) Finset.univ_nonempty

/-- Multiplying each weight by its node raises the order of the moments by one. -/
theorem moment_weighted (p t : ι → ℝ) (j : ℕ) :
    moment (fun k => p k * t k) t j = moment p t (j + 1) := by
  simp only [moment]
  refine Finset.sum_congr rfl fun k _ => ?_
  ring

/-- For positive nodes and `z ≥ 0`, the error of the upper approximant is `z` times the error
of the lower approximant for the weights `p_k t_k`. -/
theorem upper_reflect (ht : ∀ k, 0 < t k) (hz : 0 ≤ z) :
    upperPade p t z - stieltjes p t z =
      z * (stieltjes (fun k => p k * t k) t z - lowerPade (fun k => p k * t k) t z) := by
  -- split off the static value `m0`
  have hf : stieltjes p t z = moment p t 0 - z * stieltjes (fun k => p k * t k) t z := by
    simp only [stieltjes, moment]
    rw [Finset.mul_sum, ← Finset.sum_sub_distrib]
    refine Finset.sum_congr rfl fun k _ => ?_
    have htk := ht k
    have h : 1 + z * t k ≠ 0 := by positivity
    have hc : p k / (1 + z * t k) * (1 + z * t k) = p k := div_mul_cancel₀ _ h
    linear_combination hc
  rw [hf]
  simp only [upperPade, lowerPade, moment_weighted, zero_add, one_add_one_eq_two]
  ring

/-- Exact error of the lower approximant for positive weights and nodes and `z ≥ 0`:
`z²` times a weighted sum of the squares `(m1 - m0 t_k)²`. -/
theorem lower_error [Nonempty ι] (hp : ∀ k, 0 < p k) (ht : ∀ k, 0 < t k) (hz : 0 ≤ z) :
    stieltjes p t z - lowerPade p t z =
      z ^ 2 * ∑ k, p k * (moment p t 1 - moment p t 0 * t k) ^ 2 /
        ((1 + z * t k) * (moment p t 0 + moment p t 1 * z) ^ 2) := by
  have h0 := moment_pos hp ht 0
  have h1 := moment_pos hp ht 1
  have hS0 : ∑ k, p k = moment p t 0 := by simp [moment]
  have hS1 : ∑ k, p k * t k = moment p t 1 := by simp [moment]
  -- expand the square in each term
  have key : ∀ a b x q : ℝ, 0 < a → 0 < b → 0 < x →
      z ^ 2 * (q * (b - a * x) ^ 2 / ((1 + z * x) * (a + b * z) ^ 2)) =
        q / (1 + z * x) - 2 * (a / (a + b * z)) * q
          + (a / (a + b * z)) ^ 2 * (q + z * (q * x)) := by
    intro a b x q ha hb hx
    have e1 : 1 + z * x ≠ 0 := by positivity
    have e2 : a + b * z ≠ 0 := by positivity
    field_simp
    ring
  rw [Finset.mul_sum,
    Finset.sum_congr rfl (fun k _ => key _ _ (t k) (p k) h0 h1 (ht k))]
  -- the sums over `k` are again moments
  simp only [Finset.sum_add_distrib, Finset.sum_sub_distrib, ← Finset.mul_sum, hS0, hS1]
  have hD : moment p t 0 + moment p t 1 * z ≠ 0 := by positivity
  have hc := div_mul_cancel₀ (moment p t 0) hD
  unfold lowerPade stieltjes
  linear_combination (-(moment p t 0 / (moment p t 0 + moment p t 1 * z))) * hc

/-- Exact error of the upper approximant for positive weights and nodes and `z ≥ 0`:
`z³` times a weighted sum of the squares `(m2 - m1 t_k)²`. -/
theorem upper_error [Nonempty ι] (hp : ∀ k, 0 < p k) (ht : ∀ k, 0 < t k) (hz : 0 ≤ z) :
    upperPade p t z - stieltjes p t z =
      z ^ 3 * ∑ k, p k * t k * (moment p t 2 - moment p t 1 * t k) ^ 2 /
        ((1 + z * t k) * (moment p t 1 + moment p t 2 * z) ^ 2) := by
  rw [upper_reflect ht hz, lower_error (fun k => mul_pos (hp k) (ht k)) ht hz]
  simp only [moment_weighted, zero_add, one_add_one_eq_two]
  ring

/-- Stieltjes bounds: for positive weights and nodes and `z ≥ 0`,
`m0² / (m0 + m1 z) ≤ f(z) ≤ m0 - m1² z / (m1 + m2 z)`. -/
theorem pade_bracket [Nonempty ι] (hp : ∀ k, 0 < p k) (ht : ∀ k, 0 < t k) (hz : 0 ≤ z) :
    lowerPade p t z ≤ stieltjes p t z ∧ stieltjes p t z ≤ upperPade p t z := by
  constructor
  · rw [← sub_nonneg, lower_error hp ht hz]
    refine mul_nonneg (by positivity) (Finset.sum_nonneg fun k _ => ?_)
    have hpk := hp k
    have htk := ht k
    positivity
  · rw [← sub_nonneg, upper_error hp ht hz]
    refine mul_nonneg (by positivity) (Finset.sum_nonneg fun k _ => ?_)
    have hpk := hp k
    have htk := ht k
    positivity

/-- For positive weights and nodes and `z > 0`, the lower bound is attained exactly when
all nodes coincide. -/
theorem lower_eq_iff [Nonempty ι] (hp : ∀ k, 0 < p k) (ht : ∀ k, 0 < t k) (hz : 0 < z) :
    stieltjes p t z = lowerPade p t z ↔ ∀ k l, t k = t l := by
  have h0 := moment_pos hp ht 0
  have h1 := moment_pos hp ht 1
  rw [← sub_eq_zero, lower_error hp ht hz.le]
  constructor
  · intro h
    have hs := (mul_eq_zero.mp h).resolve_left (pow_pos hz 2).ne'
    -- a vanishing sum of nonnegative terms vanishes term by term
    have hs' := (Finset.sum_eq_zero_iff_of_nonneg (fun k _ => by
      have hpk := hp k
      have htk := ht k
      positivity)).mp hs
    have hk : ∀ k, moment p t 1 = moment p t 0 * t k := by
      intro k
      have htk := ht k
      have hden : (1 + z * t k) * (moment p t 0 + moment p t 1 * z) ^ 2 ≠ 0 := by positivity
      have h2 := (div_eq_zero_iff.mp (hs' k (Finset.mem_univ k))).resolve_right hden
      have h3 := (mul_eq_zero.mp h2).resolve_left (hp k).ne'
      exact sub_eq_zero.mp ((pow_eq_zero_iff two_ne_zero).mp h3)
    intro k l
    exact mul_left_cancel₀ h0.ne' ((hk k).symm.trans (hk l))
  · intro h
    have hk : ∀ k, moment p t 1 - moment p t 0 * t k = 0 := by
      intro k
      simp only [moment]
      rw [Finset.sum_mul, ← Finset.sum_sub_distrib]
      refine Finset.sum_eq_zero fun l _ => ?_
      rw [h l k]
      ring
    simp [hk]

/-- For positive weights and nodes and `z > 0`, the upper bound is attained exactly when
all nodes coincide. -/
theorem upper_eq_iff [Nonempty ι] (hp : ∀ k, 0 < p k) (ht : ∀ k, 0 < t k) (hz : 0 < z) :
    upperPade p t z = stieltjes p t z ↔ ∀ k l, t k = t l := by
  have hr := upper_reflect (p := p) ht hz.le
  rw [← lower_eq_iff (fun k => mul_pos (hp k) (ht k)) ht hz]
  constructor
  · intro h
    rw [h, sub_self] at hr
    exact sub_eq_zero.mp ((mul_eq_zero.mp hr.symm).resolve_left hz.ne')
  · intro h
    rw [h, sub_self, mul_zero] at hr
    exact sub_eq_zero.mp hr

/-- For nonnegative weights and nodes, every Hankel matrix `(m_(i+j+s))` of the moments, of any
size `n` and shift `s`, is positive semidefinite. -/
theorem hankel_posSemidef (hp : ∀ k, 0 ≤ p k) (ht : ∀ k, 0 ≤ t k) (n s : ℕ) :
    (Matrix.of fun i j : Fin n => moment p t ((i : ℕ) + (j : ℕ) + s)).PosSemidef := by
  refine Matrix.PosSemidef.of_dotProduct_mulVec_nonneg ?_ fun x => ?_
  · refine Matrix.IsHermitian.ext fun i j => ?_
    change moment p t ((j : ℕ) + (i : ℕ) + s) = moment p t ((i : ℕ) + (j : ℕ) + s)
    rw [add_comm (j : ℕ) (i : ℕ)]
  · -- the quadratic form is a weighted sum of squared polynomials at the nodes
    have e : ∑ k, p k * t k ^ s * (∑ i : Fin n, x i * t k ^ (i : ℕ)) ^ 2 =
        star x ⬝ᵥ ((Matrix.of fun i j : Fin n =>
          moment p t ((i : ℕ) + (j : ℕ) + s)) *ᵥ x) := by
      simp only [dotProduct, Matrix.mulVec, Matrix.of_apply, moment, Pi.star_apply,
        star_trivial, sq, Finset.mul_sum, Finset.sum_mul]
      refine Finset.sum_comm.trans (Finset.sum_congr rfl fun i _ => ?_)
      refine Finset.sum_comm.trans (Finset.sum_congr rfl fun j _ => ?_)
      refine Finset.sum_congr rfl fun k _ => ?_
      ring
    rw [← e]
    exact Finset.sum_nonneg fun k _ =>
      mul_nonneg (mul_nonneg (hp k) (pow_nonneg (ht k) s)) (sq_nonneg _)

/-- The dipole polarizability `∑ f_k / (ω_k² + u²)` at imaginary frequency `iu`, in atomic units,
for oscillator strengths `f` and nonzero excitation energies `ω`. -/
def polarizability (f ω : ι → ℝ) (u : ℝ) : ℝ := ∑ k, f k / (ω k ^ 2 + u ^ 2)

/-- The Cauchy moment `∑ f_k / ω_k ^ (2j+2)`, for nonzero excitation energies `ω`. -/
def cauchyMoment (f ω : ι → ℝ) (j : ℕ) : ℝ := ∑ k, f k / ω k ^ (2 * j + 2)

/-- For positive oscillator strengths and excitation energies, two approximants built from the first
three Cauchy moments bracket the polarizability at every imaginary frequency. -/
theorem polarizability_bracket [Nonempty ι] {f ω : ι → ℝ} (hf : ∀ k, 0 < f k)
    (hω : ∀ k, 0 < ω k) (u : ℝ) :
    cauchyMoment f ω 0 ^ 2 / (cauchyMoment f ω 0 + cauchyMoment f ω 1 * u ^ 2)
        ≤ polarizability f ω u ∧
      polarizability f ω u ≤ cauchyMoment f ω 0 -
        cauchyMoment f ω 1 ^ 2 * u ^ 2 / (cauchyMoment f ω 1 + cauchyMoment f ω 2 * u ^ 2) := by
  have hm : ∀ j, moment (fun k => f k / ω k ^ 2) (fun k => 1 / ω k ^ 2) j =
      cauchyMoment f ω j := by
    intro j
    simp only [moment, cauchyMoment]
    refine Finset.sum_congr rfl fun k _ => ?_
    rw [one_div, inv_pow, pow_add (ω k) (2 * j) 2, pow_mul (ω k) 2 j]
    ring
  have ha : stieltjes (fun k => f k / ω k ^ 2) (fun k => 1 / ω k ^ 2) (u ^ 2) =
      polarizability f ω u := by
    simp only [stieltjes, polarizability]
    refine Finset.sum_congr rfl fun k _ => ?_
    have hc : ω k ^ 2 * (1 / ω k ^ 2) = 1 := mul_one_div_cancel (pow_pos (hω k) 2).ne'
    have hd : ω k ^ 2 * (1 + u ^ 2 * (1 / ω k ^ 2)) = ω k ^ 2 + u ^ 2 := by
      linear_combination u ^ 2 * hc
    rw [div_div, hd]
  have h := pade_bracket (p := fun k => f k / ω k ^ 2) (t := fun k => 1 / ω k ^ 2)
    (fun k => div_pos (hf k) (pow_pos (hω k) 2))
    (fun k => one_div_pos.mpr (pow_pos (hω k) 2)) (sq_nonneg u)
  simpa only [lowerPade, upperPade, hm, ha] using h

end

end StieltjesDispersionBounds
```

```lean
#print axioms StieltjesDispersionBounds.upper_eq_iff
-- 'StieltjesDispersionBounds.upper_eq_iff' depends on axioms: [propext, Classical.choice, Quot.sound]
#print axioms StieltjesDispersionBounds.hankel_posSemidef
-- 'StieltjesDispersionBounds.hankel_posSemidef' depends on axioms: [propext, Classical.choice, Quot.sound]
#print axioms StieltjesDispersionBounds.polarizability_bracket
-- 'StieltjesDispersionBounds.polarizability_bracket' depends on axioms: [propext, Classical.choice, Quot.sound]
```

## How the lemmas fit together

`moment_pos` makes the denominators positive. In `lower_error`, the auxiliary identity `key` expands the square for one transition; `field_simp` and `ring` verify it. Summation restores the moments, and the final `linear_combination` uses cD = m₀.

`upper_reflect` splits off m₀, and `moment_weighted` raises the moment index by one. `upper_error` then applies `lower_error` to the weights p_k t_k. With both errors explicit, `pade_bracket` only checks signs, by `positivity`.

`lower_eq_iff` uses the fact that a zero sum of nonnegative terms has only zero terms; `upper_eq_iff` transfers the result through `upper_reflect`. For the Hankel matrices, `Finset.sum_comm` exchanges the sums over transitions and matrix indices. Finally, `polarizability_bracket` identifies the moments in `hm` and the polarizability in `ha`, then applies `pade_bracket` at z = u².
